# The Bethe logarithm of the plasmon-pole model, and its equal halves at $q=\sqrt{2\omega_p}$

To compute the stopping power of an electron gas for a fast, heavy charge $Z$ in the plasmon-pole model, one multiplies $Z^2\omega_p^2/v^2$ by a dimensionless integral $L$ over momentum transfers. Here $\omega_p$ is the plasma frequency, $v$ is the speed of the charge, and atomic units are used throughout. The prefactor and the integrand $1/q$ come from linear response and are taken as given. The subject here is $L$: its integration limits, its closed form for $0<\omega_p\le v^2$, its division into two equal parts, and a bound on the error made by replacing it with $\ln(2v^2/\omega_p)$.

In stopping calculations with linear-response time-dependent density functional theory, this gives an analytic test of the momentum integration, provided that the computed loss function is replaced by the undamped mode defined below, with its strength fixed by the f-sum rule.

In Lean 4 with Mathlib:

```lean
import Mathlib

open Filter Topology

namespace PlasmonPoleBethe

noncomputable section
```

## The mode and the condition for exciting it

The model puts the whole response at momentum transfer $q$ into one mode of frequency
$$\omega(q)=\sqrt{\omega_p^2+q^4/4}.$$
At small $q$ this is the plasmon. At large $q$ it approaches $q^2/2$, the recoil energy of a free electron initially at rest. The form is postulated: it joins these two limits and leaves out damping, the $q^2$ term of the plasmon dispersion and the width of the electron–hole continuum. In the code, `wp` stands for $\omega_p$.

```lean
/-- Plasmon-pole mode frequency at momentum transfer `q`, in atomic units. -/
def modeFreq (wp q : ℝ) : ℝ := √(wp ^ 2 + q ^ 4 / 4)
```

A charge that passes on momentum $q$ at speed $v$ can lose at most the energy $qv$, if its own recoil is neglected. It can therefore excite the mode when $\omega(q)\le qv$. The set `excitable wp v` collects the real numbers $q>0$ that satisfy this.

```lean
/-- The momentum transfers `q > 0` at which a particle of speed `v` can excite the mode:
the mode frequency is at most `q v`. -/
def excitable (wp v : ℝ) : Set ℝ := {q | 0 < q ∧ modeFreq wp q ≤ q * v}
```

The Bethe logarithm of stopping theory is, in this model,
$$L=\int_{\omega(q)\le qv}\frac{dq}{q}.$$
`betheLog` is this integral over the set, with the ordinary length measure on the real line. The closed form is not built into the definition and has to be proved.

```lean
/-- The Bethe logarithm: the integral of `1/q` over the excitable momentum transfers. -/
def betheLog (wp v : ℝ) : ℝ := ∫ q in excitable wp v, 1 / q
```

The ends of the momentum window will turn out to be
$$q_{\min}=\sqrt{v^2+\omega_p}-\sqrt{v^2-\omega_p},\qquad q_{\max}=\sqrt{v^2+\omega_p}+\sqrt{v^2-\omega_p}.$$

```lean
/-- Lower end of the momentum window, for `v > 0` and `0 < wp ≤ v²`. -/
def qMin (wp v : ℝ) : ℝ := √(v ^ 2 + wp) - √(v ^ 2 - wp)

/-- Upper end of the momentum window, for `v > 0` and `0 < wp ≤ v²`. -/
def qMax (wp v : ℝ) : ℝ := √(v ^ 2 + wp) + √(v ^ 2 - wp)
```

For $v>0$ both sides of $\omega(q)\le qv$ are non-negative, so squaring loses nothing:
$$\omega_p^2+\frac{q^4}{4}\le q^2v^2 .$$
The lemma `Real.sqrt_le_iff` does the squaring and asks in return for $0\le qv$, which follows from the signs of $q$ and $v$.

```lean
variable {wp v : ℝ}

/-- For `v > 0` the excitation condition is the quartic inequality
`wp² + q⁴/4 ≤ q² v²` on `q > 0`. -/
theorem mem_excitable_iff (hv : 0 < v) (q : ℝ) :
    q ∈ excitable wp v ↔ 0 < q ∧ wp ^ 2 + q ^ 4 / 4 ≤ q ^ 2 * v ^ 2 := by
  simp only [excitable, modeFreq, Set.mem_ofPred_eq, Real.sqrt_le_iff, mul_pow]
  constructor
  · rintro ⟨hq, _, h⟩
    exact ⟨hq, h⟩
  · rintro ⟨hq, h⟩
    exact ⟨hq, (mul_pos hq hv).le, h⟩
```

## The momentum window

Let $0<\omega_p\le v^2$. Multiplying the two ends gives a difference of squares, and squaring and adding them cancels the cross terms:
$$q_{\min}q_{\max}=(v^2+\omega_p)-(v^2-\omega_p)=2\omega_p,\qquad q_{\min}^2+q_{\max}^2=4v^2 .$$
Also $0<q_{\min}\le q_{\max}$, because $v^2+\omega_p>v^2-\omega_p\ge 0$.

```lean
/-- For `0 < wp ≤ v²`, `qMin` is positive and at most `qMax`, their product is `2 wp`, and their
squares add up to `4 v²`. -/
theorem window_ends (hwp : 0 < wp) (h : wp ≤ v ^ 2) :
    0 < qMin wp v ∧ qMin wp v ≤ qMax wp v ∧ qMin wp v * qMax wp v = 2 * wp ∧
      qMin wp v ^ 2 + qMax wp v ^ 2 = 4 * v ^ 2 := by
  have ha : √(v ^ 2 + wp) ^ 2 = v ^ 2 + wp := Real.sq_sqrt (by positivity)
  have hb : √(v ^ 2 - wp) ^ 2 = v ^ 2 - wp := Real.sq_sqrt (by linarith)
  unfold qMin qMax
  refine ⟨sub_pos.2 (Real.sqrt_lt_sqrt (by linarith) (by linarith)), ?_, ?_, ?_⟩
  · linarith [Real.sqrt_nonneg (v ^ 2 - wp)]
  · linear_combination ha - hb
  · linear_combination 2 * ha + 2 * hb
```

These two relations factorise the quartic:
$$q^2v^2-\omega_p^2-\frac{q^4}{4}=\frac{(q^2-q_{\min}^2)(q_{\max}^2-q^2)}{4}.$$
For $q>0$ the right-hand side is non-negative exactly when $q_{\min}\le q\le q_{\max}$. Below the window the first factor is negative and the second positive; above it the signs are reversed. The proof treats these two cases by contradiction and the interior directly. `Set.Icc` is the closed interval.

```lean
/-- For `wp > 0`, `v > 0` and `wp ≤ v²`, the excitable momentum transfers form the closed
interval from `qMin` to `qMax`. -/
theorem excitable_eq_Icc (hwp : 0 < wp) (hv : 0 < v) (h : wp ≤ v ^ 2) :
    excitable wp v = Set.Icc (qMin wp v) (qMax wp v) := by
  obtain ⟨hm, hmM, hprod, hsum⟩ := window_ends hwp h
  have h2 := pow_le_pow_left₀ hm.le hmM 2
  ext q
  rw [mem_excitable_iff hv, Set.mem_Icc]
  -- the quartic factorises over the two ends
  have hfac : q ^ 2 * v ^ 2 - (wp ^ 2 + q ^ 4 / 4)
      = (q ^ 2 - qMin wp v ^ 2) * (qMax wp v ^ 2 - q ^ 2) / 4 := by
    linear_combination (-(q ^ 2 / 4)) * hsum + ((qMin wp v * qMax wp v + 2 * wp) / 4) * hprod
  constructor
  · rintro ⟨hq, hle⟩
    constructor
    · by_contra hc
      have h1 := pow_lt_pow_left₀ (not_le.1 hc) hq.le two_ne_zero
      have := mul_neg_of_neg_of_pos (sub_neg.2 h1) (sub_pos.2 (h1.trans_le h2))
      linarith
    · by_contra hc
      have h1 := pow_lt_pow_left₀ (not_le.1 hc) (hm.le.trans hmM) two_ne_zero
      have := mul_neg_of_pos_of_neg (sub_pos.2 (h2.trans_lt h1)) (sub_neg.2 h1)
      linarith
  · rintro ⟨h3, h4⟩
    have hq : 0 < q := hm.trans_le h3
    have := mul_nonneg (sub_nonneg.2 (pow_le_pow_left₀ hm.le h3 2))
      (sub_nonneg.2 (pow_le_pow_left₀ hq.le h4 2))
    exact ⟨hq, by linarith⟩
```

The proof turns on the tactic `linear_combination`, which establishes the factorisation `hfac`. It is given known equations with coefficients, subtracts that combination from the goal, and checks that what remains is an identity of polynomials. Here the difference between the two sides of the factorisation is
$$-\frac{q^2}{4}\left(q_{\min}^2+q_{\max}^2-4v^2\right)+\frac{q_{\min}q_{\max}+2\omega_p}{4}\left(q_{\min}q_{\max}-2\omega_p\right),$$
and both brackets vanish by the relations for the ends. The coefficients in the code are those in front of the brackets. No square root has to be expanded, since the ends enter only through their product and the sum of their squares.

## The threshold speed

From $(\omega_p-q^2/2)^2\ge 0$ it follows that
$$\omega_p^2+\frac{q^4}{4}\ge\omega_p q^2 .$$
If some $q>0$ is excitable, then $\omega_pq^2\le q^2v^2$, and hence $\omega_p\le v^2$. Conversely, if $\omega_p\le v^2$, the interval just found contains at least $q_{\min}$. In the first direction `nlinarith` receives the square and the assumed violation $\omega_p>v^2$ multiplied by $q^2$, and derives the contradiction.

```lean
/-- Threshold: for `wp > 0` and `v > 0`, some momentum transfer is excitable exactly when
`wp ≤ v²`. -/
theorem excitable_nonempty_iff (hwp : 0 < wp) (hv : 0 < v) :
    (excitable wp v).Nonempty ↔ wp ≤ v ^ 2 := by
  constructor
  · rintro ⟨q, hq⟩
    obtain ⟨hq, hle⟩ := (mem_excitable_iff hv q).1 hq
    by_contra h
    nlinarith [sq_nonneg (wp - q ^ 2 / 2), mul_pos (pow_pos hq 2) (sub_pos.2 (not_le.1 h))]
  · intro h
    rw [excitable_eq_Icc hwp hv h]
    exact Set.nonempty_Icc.2 (window_ends hwp h).2.1
```

At $v^2=\omega_p$ the window is the single point $q=\sqrt{2\omega_p}$, and $L=0$. The theorems below include this case.

## The closed form of $L$

For $0<a\le b$,
$$\int_a^b\frac{dq}{q}=\ln\frac ba .$$
The lemma carries Mathlib's integral between two limits over to the integral over a closed interval.

```lean
/-- The integral of `1/q` from `a` to `b`, with `0 < a ≤ b`, is `ln (b/a)`. -/
theorem integral_window {a b : ℝ} (ha : 0 < a) (hab : a ≤ b) :
    ∫ q in Set.Icc a b, 1 / q = Real.log (b / a) := by
  rw [MeasureTheory.integral_Icc_eq_integral_Ioc, ← intervalIntegral.integral_of_le hab,
    integral_one_div_of_pos ha (ha.trans_le hab)]
```

With $a=q_{\min}$ and $b=q_{\max}$, the product rule removes the lower end:
$$\frac{q_{\max}}{q_{\min}}=\frac{q_{\max}^2}{q_{\min}q_{\max}}=\frac{q_{\max}^2}{2\omega_p}.$$
Expanding the square gives
$$q_{\max}^2=2v^2+2\sqrt{(v^2+\omega_p)(v^2-\omega_p)}=2\left(v^2+\sqrt{v^4-\omega_p^2}\right),$$
and therefore
$$L=\ln\frac{v^2+\sqrt{v^4-\omega_p^2}}{\omega_p}.$$
In the code `hM` is the formula for $q_{\max}^2$. The last two lines clear the denominators and combine it with the product rule.

```lean
/-- Bethe logarithm of the plasmon-pole model: for `wp > 0`, `v > 0` and `wp ≤ v²`,
it equals `ln ((v² + √(v⁴ - wp²)) / wp)`. -/
theorem betheLog_eq (hwp : 0 < wp) (hv : 0 < v) (h : wp ≤ v ^ 2) :
    betheLog wp v = Real.log ((v ^ 2 + √(v ^ 4 - wp ^ 2)) / wp) := by
  obtain ⟨hm, hmM, hprod, _⟩ := window_ends hwp h
  have h0 : 0 ≤ v ^ 2 + wp := by positivity
  have ha : √(v ^ 2 + wp) ^ 2 = v ^ 2 + wp := Real.sq_sqrt h0
  have hb : √(v ^ 2 - wp) ^ 2 = v ^ 2 - wp := Real.sq_sqrt (by linarith)
  have hs : √(v ^ 4 - wp ^ 2) = √(v ^ 2 + wp) * √(v ^ 2 - wp) := by
    rw [← Real.sqrt_mul h0]
    congr 1
    ring
  have hM : qMax wp v ^ 2 = 2 * (v ^ 2 + √(v ^ 4 - wp ^ 2)) := by
    rw [hs]
    unfold qMax
    linear_combination ha + hb
  unfold betheLog
  rw [excitable_eq_Icc hwp hv h, integral_window hm hmM]
  congr 1
  rw [div_eq_div_iff hm.ne' hwp.ne']
  linear_combination (-(qMax wp v / 2)) * hprod + (qMin wp v / 2) * hM
```

## Plasmon half and pair half

Cut the window at one of its points $c$. The two parts contribute $\ln(c/q_{\min})$ and $\ln(q_{\max}/c)$. They are equal exactly when
$$\ln c=\frac{\ln q_{\min}+\ln q_{\max}}{2}=\ln\sqrt{2\omega_p},$$
and since the logarithm is injective on positive numbers, this means $c=\sqrt{2\omega_p}$. The sets `Set.Iic c` and `Set.Ici c` are the half-lines $q\le c$ and $q\ge c$. Both contain $c$, which does not affect the integrals. The equations `e1` and `e2` identify the two parts as closed intervals, and `hg` is the geometric-mean relation.

```lean
/-- For `wp > 0`, `v > 0`, `wp ≤ v²` and a cut `c` in the momentum window, the parts below
and above `c` contribute equally to the Bethe logarithm exactly when `c = √(2 wp)`. -/
theorem equal_parts_iff (hwp : 0 < wp) (hv : 0 < v) (h : wp ≤ v ^ 2) {c : ℝ}
    (hc : c ∈ excitable wp v) :
    (∫ q in excitable wp v ∩ Set.Iic c, 1 / q) = (∫ q in excitable wp v ∩ Set.Ici c, 1 / q)
      ↔ c = √(2 * wp) := by
  obtain ⟨hm, hmM, hprod, _⟩ := window_ends hwp h
  have hM := hm.trans_le hmM
  rw [excitable_eq_Icc hwp hv h] at hc ⊢
  have hc0 : 0 < c := hm.trans_le hc.1
  have e1 : Set.Icc (qMin wp v) (qMax wp v) ∩ Set.Iic c = Set.Icc (qMin wp v) c := by
    ext q
    exact ⟨fun k => ⟨k.1.1, k.2⟩, fun k => ⟨⟨k.1, k.2.trans hc.2⟩, k.2⟩⟩
  have e2 : Set.Icc (qMin wp v) (qMax wp v) ∩ Set.Ici c = Set.Icc c (qMax wp v) := by
    ext q
    exact ⟨fun k => ⟨k.2, k.1.2⟩, fun k => ⟨⟨hc.1.trans k.1, k.2⟩, k.1⟩⟩
  -- the cut must be the geometric mean of the two ends
  have hg : Real.log (√(2 * wp)) = (Real.log (qMin wp v) + Real.log (qMax wp v)) / 2 := by
    rw [Real.log_sqrt (by positivity), ← hprod, Real.log_mul hm.ne' hM.ne']
  rw [e1, e2, integral_window hm hc.1, integral_window hc0 hc.2,
    Real.log_div hc0.ne' hm.ne', Real.log_div hM.ne' hc0.ne']
  constructor
  · intro k
    have hr : 0 < √(2 * wp) := Real.sqrt_pos.2 (by positivity)
    exact Real.log_injOn_pos (Set.mem_Ioi.2 hc0) (Set.mem_Ioi.2 hr) (by linarith)
  · intro k
    rw [← k] at hg
    linarith
```

At this cut $q^2/2=\omega_p$, so the two terms under the root in $\omega(q)$ are equal. Below it the plasmon term is the larger, above it the recoil term, and the names "plasmon part" and "pair part" mean no more than that. For an electron gas with a true electron–hole continuum, the equipartition rule says that plasmons and electron–hole pairs contribute equally to the leading logarithm of the stopping power at high speed. That rule compares two kinds of excitation; here a single branch is cut in two.

The cut does lie in the window, because $\omega(\sqrt{2\omega_p})^2=2\omega_p^2\le 2\omega_pv^2$. The parts are equal by the previous theorem and add up to $L$, since
$$\ln\frac{\sqrt{2\omega_p}}{q_{\min}}+\ln\frac{q_{\max}}{\sqrt{2\omega_p}}=\ln\frac{q_{\max}}{q_{\min}},$$
so each is $L/2$.

```lean
/-- Equipartition: for `wp > 0`, `v > 0` and `wp ≤ v²`, the plasmon part `q ≤ √(2 wp)` and
the pair part `q ≥ √(2 wp)` each contribute half of the Bethe logarithm. -/
theorem equipartition (hwp : 0 < wp) (hv : 0 < v) (h : wp ≤ v ^ 2) :
    (∫ q in excitable wp v ∩ Set.Iic (√(2 * wp)), 1 / q) = betheLog wp v / 2 ∧
      (∫ q in excitable wp v ∩ Set.Ici (√(2 * wp)), 1 / q) = betheLog wp v / 2 := by
  obtain ⟨hm, hmM, _, _⟩ := window_ends hwp h
  have hr : 0 < √(2 * wp) := Real.sqrt_pos.2 (by positivity)
  have h2 : √(2 * wp) ^ 2 = 2 * wp := Real.sq_sqrt (by positivity)
  have h4 : √(2 * wp) ^ 4 = 4 * wp ^ 2 := by
    linear_combination (√(2 * wp) ^ 2 + 2 * wp) * h2
  have hc : √(2 * wp) ∈ excitable wp v := by
    rw [mem_excitable_iff hv, h2, h4]
    exact ⟨hr, by nlinarith [mul_le_mul_of_nonneg_left h hwp.le]⟩
  have heq := (equal_parts_iff hwp hv h hc).2 rfl
  -- the two parts add up to the whole
  have hadd : (∫ q in excitable wp v ∩ Set.Iic (√(2 * wp)), 1 / q)
      + (∫ q in excitable wp v ∩ Set.Ici (√(2 * wp)), 1 / q) = betheLog wp v := by
    unfold betheLog
    rw [excitable_eq_Icc hwp hv h] at hc ⊢
    have e1 : Set.Icc (qMin wp v) (qMax wp v) ∩ Set.Iic (√(2 * wp))
        = Set.Icc (qMin wp v) (√(2 * wp)) := by
      ext q
      exact ⟨fun k => ⟨k.1.1, k.2⟩, fun k => ⟨⟨k.1, k.2.trans hc.2⟩, k.2⟩⟩
    have e2 : Set.Icc (qMin wp v) (qMax wp v) ∩ Set.Ici (√(2 * wp))
        = Set.Icc (√(2 * wp)) (qMax wp v) := by
      ext q
      exact ⟨fun k => ⟨k.2, k.1.2⟩, fun k => ⟨⟨hc.1.trans k.1, k.2⟩, k.1⟩⟩
    rw [e1, e2, integral_window hm hc.1, integral_window hr hc.2, integral_window hm hmM,
      Real.log_div hr.ne' hm.ne', Real.log_div (hm.trans_le hmM).ne' hr.ne',
      Real.log_div (hm.trans_le hmM).ne' hm.ne']
    ring
  constructor <;> linarith
```

## The error of $\ln(2v^2/\omega_p)$

Write $s=\sqrt{v^4-\omega_p^2}$, so that $0\le s\le v^2$. Then
$$\ln\frac{2v^2}{\omega_p}-L=\ln\frac{2v^2}{v^2+s}\ge 0 .$$
For the upper bound, $\ln x\le x-1$ gives
$$\ln\frac{2v^2}{v^2+s}\le\frac{v^2-s}{v^2+s}=\frac{v^4-s^2}{(v^2+s)^2}=\frac{\omega_p^2}{(v^2+s)^2}\le\frac{\omega_p^2}{v^4}.$$
The `calc` block follows this chain, with the equalities collected in `e`. The last step is generous: at high speed $s\approx v^2$, and the error itself is close to $\omega_p^2/(4v^4)$, a quarter of the bound.

```lean
/-- For `wp > 0`, `v > 0` and `wp ≤ v²`, the estimate `ln (2v²/wp)` is never below the Bethe
logarithm and exceeds it by at most `wp²/v⁴`. -/
theorem high_speed_error (hwp : 0 < wp) (hv : 0 < v) (h : wp ≤ v ^ 2) :
    0 ≤ Real.log (2 * v ^ 2 / wp) - betheLog wp v ∧
      Real.log (2 * v ^ 2 / wp) - betheLog wp v ≤ wp ^ 2 / v ^ 4 := by
  rw [betheLog_eq hwp hv h]
  have hs0 : 0 ≤ √(v ^ 4 - wp ^ 2) := Real.sqrt_nonneg _
  have hs2 : √(v ^ 4 - wp ^ 2) ^ 2 = v ^ 4 - wp ^ 2 :=
    Real.sq_sqrt (by nlinarith [mul_nonneg (sub_nonneg.2 h) (add_nonneg (sq_nonneg v) hwp.le)])
  have hs1 : √(v ^ 4 - wp ^ 2) ≤ v ^ 2 :=
    Real.sqrt_le_iff.2 ⟨by positivity, by nlinarith [sq_nonneg wp]⟩
  generalize √(v ^ 4 - wp ^ 2) = s at hs0 hs1 hs2 ⊢
  have hpos : 0 < v ^ 2 + s := by positivity
  have hlog : Real.log (2 * v ^ 2 / wp) - Real.log ((v ^ 2 + s) / wp)
      = Real.log (2 * v ^ 2 / (v ^ 2 + s)) := by
    rw [Real.log_div (by positivity) hwp.ne', Real.log_div hpos.ne' hwp.ne',
      Real.log_div (by positivity) hpos.ne']
    ring
  rw [hlog]
  constructor
  · exact Real.log_nonneg ((one_le_div hpos).2 (by linarith))
  · -- use ln x ≤ x - 1
    have e : 2 * v ^ 2 / (v ^ 2 + s) - 1 = wp ^ 2 / (v ^ 2 + s) ^ 2 := by
      rw [div_sub_one hpos.ne', div_eq_div_iff hpos.ne' (pow_pos hpos 2).ne']
      linear_combination (-(v ^ 2 + s)) * hs2
    calc Real.log (2 * v ^ 2 / (v ^ 2 + s)) ≤ 2 * v ^ 2 / (v ^ 2 + s) - 1 :=
          Real.log_le_sub_one_of_pos (by positivity)
      _ = wp ^ 2 / (v ^ 2 + s) ^ 2 := e
      _ ≤ wp ^ 2 / v ^ 4 :=
          div_le_div_of_nonneg_left (sq_nonneg wp) (by positivity)
            (by nlinarith [mul_nonneg (sq_nonneg v) hs0, sq_nonneg s])
```

Now hold $\omega_p$ fixed and let $v$ grow. Once $v\ge\max(1,\omega_p)$, we have $\omega_p\le v\le v^2$, so the bound applies:
$$\left|L-\ln\frac{2v^2}{\omega_p}\right|\le\frac{\omega_p^2}{v^4}\to 0 .$$
`filter_upwards` restricts attention to these speeds, and `squeeze_zero_norm'` draws the conclusion. The limit is taken within the non-relativistic model.

```lean
/-- For `wp > 0`, the difference between the Bethe logarithm and `ln (2v²/wp)` tends to zero
as the speed grows. -/
theorem high_speed_limit (hwp : 0 < wp) :
    Tendsto (fun v : ℝ => betheLog wp v - Real.log (2 * v ^ 2 / wp)) atTop (𝓝 0) := by
  have h1 : Tendsto (fun v : ℝ => wp ^ 2 / v ^ 4) atTop (𝓝 0) :=
    tendsto_const_nhds.div_atTop (tendsto_pow_atTop (by norm_num))
  refine squeeze_zero_norm' ?_ h1
  filter_upwards [eventually_ge_atTop (max 1 wp)] with v hv
  have hv1 : 1 ≤ v := (le_max_left _ _).trans hv
  have hv2 : wp ≤ v := (le_max_right _ _).trans hv
  obtain ⟨ha, hb⟩ := high_speed_error hwp (by linarith : 0 < v) (by nlinarith)
  rw [Real.norm_eq_abs, abs_le]
  constructor <;> linarith

end

end PlasmonPoleBethe
```

```lean
#print axioms PlasmonPoleBethe.excitable_nonempty_iff
#print axioms PlasmonPoleBethe.betheLog_eq
#print axioms PlasmonPoleBethe.equipartition
#print axioms PlasmonPoleBethe.high_speed_limit
```

```
'PlasmonPoleBethe.excitable_nonempty_iff' depends on axioms: [propext, Classical.choice, Quot.sound]
'PlasmonPoleBethe.betheLog_eq' depends on axioms: [propext, Classical.choice, Quot.sound]
'PlasmonPoleBethe.equipartition' depends on axioms: [propext, Classical.choice, Quot.sound]
'PlasmonPoleBethe.high_speed_limit' depends on axioms: [propext, Classical.choice, Quot.sound]
```

## The window for $\omega_p=3/5$ and $v=1$

Here $v^2+\omega_p=8/5$ and $v^2-\omega_p=2/5$, whose roots are $2\sqrt{2/5}$ and $\sqrt{2/5}$. The window therefore runs from $q_{\min}=\sqrt{2/5}\approx0.632$ to $q_{\max}=3\sqrt{2/5}\approx1.897$, and
$$L=\ln 3\approx1.099 .$$
The closed form agrees: $\sqrt{1-9/25}=4/5$, and $(1+4/5)/(3/5)=3$.

The cut is at $\sqrt{6/5}\approx1.095$. It is $\sqrt3$ times the lower end, and the upper end is $\sqrt3$ times the cut, so each part contributes $\tfrac12\ln3\approx0.549$.

The high-speed estimate is $\ln(10/3)\approx1.204$. It exceeds $L$ by $\ln(10/9)\approx0.105$, within the bound $\omega_p^2/v^4=0.36$. These numbers only illustrate the formulas: an electron gas with $\omega_p=3/5$ has a Fermi speed of about $0.95$, so a charge with $v=1$ is not fast, and the model, which treats the electrons as initially at rest, is not reliable there.
